# Adding a positive semidefinite term never lowers the gap of a positive definite magnon Hamiltonian

Take two uncoupled boson modes with η = diag(1, −1) and H = diag(p, q), where p, q > 0. The matrix ηH = diag(p, −q) carries the energy of the second mode with a minus sign and has one positive eigenvalue, p. It is also the least value of the quotient

(p|y₀|² + q|y₁|²) / (|y₀|² − |y₁|²)

over vectors with |y₀| > |y₁|, reached at y₁ = 0. Raising p or q never lowers the numerator and leaves the denominator alone, so the minimum cannot fall. The parts below carry this argument over to coupled modes.

## Stiffness, metric and gap

In linear spin-wave theory, H, here called the stiffness matrix, is the finite matrix of the quadratic boson Hamiltonian Ĥ, and η carries the signs of the commutators. With ħ = 1 and H normalised so that [Ψ, Ĥ] = ηHΨ for the column Ψ of boson operators, magnon energies are positive eigenvalues of ηH.

```lean
import Mathlib

open Matrix
open scoped ComplexOrder

namespace MagnonGapMonotonicity

noncomputable section

variable {n : Type*} [Fintype n] [DecidableEq n]
```

Write ⟨x, Ax⟩ for the sum of conj(xᵢ) Aᵢⱼ xⱼ over i and j. `quadForm` is its real part.

```lean
/-- The real part of the quadratic form `⟨x, A x⟩`. -/
def quadForm (A : Matrix n n ℂ) (x : n → ℂ) : ℝ := (star x ⬝ᵥ A *ᵥ x).re
```

The metric is Hermitian and squares to one. The field `particle` demands an eigenvalue 1: for η = −1 and H positive definite, ηH would have no positive eigenvalue.

```lean
/-- A bosonic metric: a Hermitian matrix with square one that has the eigenvalue `1`. -/
structure IsBoseMetric (η : Matrix n n ℂ) : Prop where
  herm : η.IsHermitian
  sq : η * η = 1
  particle : ∃ u : n → ℂ, u ≠ 0 ∧ η *ᵥ u = u

/-- The magnon energies: the positive eigenvalues of the dynamical matrix `η H`. -/
def magnonEnergies (η H : Matrix n n ℂ) : Set ℝ :=
  {ω | 0 < ω ∧ ∃ x : n → ℂ, x ≠ 0 ∧ (η * H) *ᵥ x = (ω : ℂ) • x}
```

The gap, written gap(H) at fixed η, is defined as an infimum.

```lean
/-- The magnon gap: the infimum of the magnon energies. -/
def magnonGap (η H : Matrix n n ℂ) : ℝ := sInf (magnonEnergies η H)
```

In a reduced basis such as (a_k, b†_−k), negative eigenvalues are minus the energies of the other branch, which this gap leaves out; the theorems apply to that branch with −η in place of η. Positive definiteness of H, which is assumed, stands for a stable reference state without zero modes; a gapless Goldstone point is therefore excluded. A second matrix K that is compared with H must refer to the same bosons and the same η.

## (a) Positivity of the form

**Task.** For positive definite A and x ≠ 0, show that

Re⟨x, Ax⟩ > 0.

**Solution.** Positive definiteness makes ⟨x, Ax⟩ a positive number. In Lean's order on ℂ, this means a positive real part and a zero imaginary part; the proof takes the first component.

```lean
omit [DecidableEq n] in
/-- A positive definite matrix has a positive quadratic form on nonzero vectors. -/
theorem quadForm_pos {A : Matrix n n ℂ} (hA : A.PosDef) {x : n → ℂ} (hx : x ≠ 0) :
    0 < quadForm A x :=
  (Complex.lt_def.1 (hA.dotProduct_mulVec_pos hx)).1
```

## (b) Reality of the form

**Task.** For Hermitian A, show that

Im⟨x, Ax⟩ = 0.

**Solution.** Conjugation gives conj⟨x, Ax⟩ = ⟨Ax, x⟩ = ⟨x, A†x⟩ = ⟨x, Ax⟩. The rewrites in `h` are these equalities, and a number equal to its conjugate is real.

```lean
omit [DecidableEq n] in
/-- The quadratic form of a Hermitian matrix is real. -/
theorem form_im {A : Matrix n n ℂ} (hA : A.IsHermitian) (x : n → ℂ) :
    (star x ⬝ᵥ A *ᵥ x).im = 0 := by
  have h : star (star x ⬝ᵥ A *ᵥ x) = star x ⬝ᵥ A *ᵥ x := by
    rw [← Matrix.star_dotProduct, Matrix.star_mulVec, hA.eq, Matrix.dotProduct_mulVec]
  exact Complex.conj_eq_iff_im.1 h
```

## (c) Energy of an eigenmode

**Task.** Let η² = 1 and ηHx = ωx with ω real. Show that

Re⟨x, Hx⟩ = ω Re⟨x, ηx⟩.

**Solution.** Multiply the eigenvalue equation by η to get Hx = ωηx, which is `h'` in the code. Then take the product with x and compare real parts. For Hermitian H and η both forms are real by (b), and Re can be dropped.

```lean
/-- If `η² = 1`, an eigenmode of `η H` with real eigenvalue `ω` satisfies
`Re ⟨x, H x⟩ = ω Re ⟨x, η x⟩`. -/
theorem mode_energy {η H : Matrix n n ℂ} (hη : η * η = 1) {ω : ℝ} {x : n → ℂ}
    (h : (η * H) *ᵥ x = (ω : ℂ) • x) : quadForm H x = ω * quadForm η x := by
  have h' : H *ᵥ x = (ω : ℂ) • (η *ᵥ x) := by
    rw [← Matrix.mulVec_smul, ← h, Matrix.mulVec_mulVec, ← mul_assoc, hη, one_mul]
  simp only [quadForm, h', dotProduct_smul, smul_eq_mul, Complex.re_ofReal_mul]
```

## (d) The gap as an attained minimum

**Task.** For positive definite H and a metric η as above, show that gap(H) is itself a magnon energy, hence the least one, and that for every y

gap(H) ⟨y, ηy⟩ ≤ ⟨y, Hy⟩.

**Solution.** The quotient ⟨y, ηy⟩/⟨y, Hy⟩ is continuous for y ≠ 0 and unchanged when y is rescaled. On the compact unit sphere it attains a maximum μ, at some x. By scaling, ⟨y, ηy⟩ ≤ μ⟨y, Hy⟩ for all y. A vector u ≠ 0 with ηu = u has ⟨u, ηu⟩ = ⟨u, u⟩ > 0, so μ > 0.

Set M = μH − η. Its form is nonnegative and vanishes at x. For any z and real t,

0 ≤ ⟨x + tz, M(x + tz)⟩ = 2t Re⟨z, Mx⟩ + t²⟨z, Mz⟩.

Small t of either sign forces Re⟨z, Mx⟩ = 0, and z = Mx gives Mx = 0. Hence Hx = μ⁻¹ηx and ηHx = μ⁻¹x, so 1/μ is a magnon energy.

Let y now be any mode with energy ν > 0. By (c), ν⟨y, ηy⟩ = ⟨y, Hy⟩ > 0, so ⟨y, ηy⟩ > 0. The bound reads μ⁻¹⟨y, ηy⟩ ≤ ν⟨y, ηy⟩, and division gives 1/μ ≤ ν. Thus gap(H) = 1/μ.

In the code, `hscale`, `hcont` and `hsphere` supply scaling, continuity and normalisation; `exists_isMaxOn` gives the maximiser. `hall` is the bound with μ, `hker` says that M annihilates x, and `hleast` identifies the minimum. `IsLeast` records both membership and the lower bound.

```lean
/-- For positive definite `H` and a bosonic metric `η`, the gap is the least positive eigenvalue
of `η H`, and `gap * ⟨y, η y⟩ ≤ ⟨y, H y⟩` for every `y`. -/
theorem magnonGap_variational {η H : Matrix n n ℂ} (hη : IsBoseMetric η) (hH : H.PosDef) :
    IsLeast (magnonEnergies η H) (magnonGap η H) ∧
      ∀ y, magnonGap η H * quadForm η y ≤ quadForm H y := by
  have hscale : ∀ (A : Matrix n n ℂ) (r : ℝ) (y : n → ℂ),
      quadForm A ((r : ℂ) • y) = r ^ 2 * quadForm A y := by
    intro A r y
    simp only [quadForm, Matrix.mulVec_smul, star_smul, smul_dotProduct, dotProduct_smul,
      smul_eq_mul, Complex.star_def, Complex.conj_ofReal, Complex.re_ofReal_mul]
    ring
  have hcont : ∀ A : Matrix n n ℂ, Continuous (quadForm A) := by
    intro A
    unfold quadForm
    simp only [dotProduct, Matrix.mulVec, Pi.star_apply]
    fun_prop
  have hsphere : ∀ y : n → ℂ, y ≠ 0 →
      ∃ r : ℝ, 0 < r ∧ (r : ℂ) • y ∈ Metric.sphere (0 : n → ℂ) 1 := by
    intro y hy
    refine ⟨‖y‖⁻¹, inv_pos.2 (norm_pos_iff.2 hy), ?_⟩
    rw [mem_sphere_zero_iff_norm, norm_smul, Complex.norm_real, norm_inv, norm_norm,
      inv_mul_cancel₀ (norm_ne_zero_iff.2 hy)]
  have hne : ∀ y ∈ Metric.sphere (0 : n → ℂ) 1, y ≠ 0 := by
    rintro y hy rfl
    simp at hy
  obtain ⟨u, hu, hηu⟩ := hη.particle
  obtain ⟨s, -, hs⟩ := hsphere u hu
  -- the quotient ⟨x, η x⟩ / ⟨x, H x⟩ attains its maximum μ on the unit sphere
  obtain ⟨x, hx, hmax⟩ := (isCompact_sphere (0 : n → ℂ) 1).exists_isMaxOn ⟨_, hs⟩
    (f := fun y => quadForm η y / quadForm H y)
    ((hcont η).continuousOn.div (hcont H).continuousOn
      (fun y hy => (quadForm_pos hH (hne y hy)).ne'))
  have hx0 := hne x hx
  obtain ⟨μ, hμdef⟩ : ∃ μ, μ = quadForm η x / quadForm H x := ⟨_, rfl⟩
  have hall : ∀ y, quadForm η y ≤ μ * quadForm H y := by
    intro y
    by_cases hy : y = 0
    · simp [hy, quadForm]
    obtain ⟨r, hr, hry⟩ := hsphere y hy
    have h : quadForm η ((r : ℂ) • y) / quadForm H ((r : ℂ) • y) ≤ μ := by
      rw [hμdef]
      exact isMaxOn_iff.1 hmax _ hry
    rw [div_le_iff₀ (quadForm_pos hH (hne _ hry)), hscale, hscale] at h
    exact le_of_mul_le_mul_left (by linarith) (pow_pos hr 2)
  have hμ : 0 < μ := by
    have h1 : 0 < quadForm η u := by
      have h := quadForm_pos (Matrix.PosDef.one (n := n) (R := ℂ)) hu
      simpa only [quadForm, hηu, Matrix.one_mulVec] using h
    by_contra hc
    nlinarith [hall u, quadForm_pos hH hu]
  -- μ H - η is positive semidefinite and its form vanishes at x, so it annihilates x
  have hform : ∀ y, quadForm ((μ : ℂ) • H - η) y = μ * quadForm H y - quadForm η y := by
    intro y
    simp only [quadForm, Matrix.sub_mulVec, Matrix.smul_mulVec, dotProduct_sub, dotProduct_smul,
      smul_eq_mul, Complex.sub_re, Complex.re_ofReal_mul]
  have hherm : ((μ : ℂ) • H - η).IsHermitian := by
    simp [Matrix.IsHermitian, Matrix.conjTranspose_sub, Matrix.conjTranspose_smul,
      hH.isHermitian.eq, hη.herm.eq]
  have hpsd : ((μ : ℂ) • H - η).PosSemidef :=
    Matrix.PosSemidef.of_dotProduct_mulVec_nonneg hherm fun y =>
      Complex.le_def.2 ⟨(sub_nonneg.2 (hall y)).trans_eq (hform y).symm, (form_im hherm y).symm⟩
  have hzero : quadForm ((μ : ℂ) • H - η) x = 0 := by
    rw [hform, hμdef, div_mul_cancel₀ _ (quadForm_pos hH hx0).ne', sub_self]
  have hker := (hpsd.dotProduct_mulVec_zero_iff x).1 (Complex.ext hzero (form_im hherm x))
  rw [Matrix.sub_mulVec, Matrix.smul_mulVec, sub_eq_zero] at hker
  have hHx : H *ᵥ x = ((μ⁻¹ : ℝ) : ℂ) • (η *ᵥ x) := by
    rw [← hker, smul_smul, ← Complex.ofReal_mul, inv_mul_cancel₀ hμ.ne', Complex.ofReal_one,
      one_smul]
  have hbound : ∀ y, μ⁻¹ * quadForm η y ≤ quadForm H y := fun y =>
    (inv_mul_le_iff₀ hμ).2 (hall y)
  -- hence 1/μ is a magnon energy, and the bound makes it the least one
  have hleast : IsLeast (magnonEnergies η H) μ⁻¹ := by
    refine ⟨⟨inv_pos.2 hμ, x, hx0, ?_⟩, ?_⟩
    · rw [← Matrix.mulVec_mulVec, hHx, Matrix.mulVec_smul, Matrix.mulVec_mulVec, hη.sq,
        Matrix.one_mulVec]
    · rintro ν ⟨hν, y, hy, h⟩
      have he := mode_energy hη.sq h
      have hp : 0 < quadForm η y := pos_of_mul_pos_right (he ▸ quadForm_pos hH hy) hν.le
      exact le_of_mul_le_mul_right ((hbound y).trans_eq he) hp
  have hgap : magnonGap η H = μ⁻¹ := hleast.csInf_eq
  rw [hgap]
  exact ⟨hleast, hbound⟩
```

## (e) Monotonicity

**Task.** Let H be positive definite and K − H positive semidefinite. Show that

gap(H) ≤ gap(K).

**Solution.** K = H + (K − H) is positive definite, so by (d) it has a lowest mode y with energy gap(K). By (c), ⟨y, ηy⟩ > 0. Insert y into the bound for H:

gap(H)⟨y, ηy⟩ ≤ ⟨y, Hy⟩ ≤ ⟨y, Ky⟩ = gap(K)⟨y, ηy⟩.

Divide by ⟨y, ηy⟩. In Lean, `hb` is the first inequality, `hd` the second and `he` the final equality.

For non-interacting magnons on finitely many sublattices, this gives a sign check on computed gaps when an anisotropy term with a positive semidefinite matrix is added to a positive definite H at fixed reference state.

```lean
/-- Added stiffness never lowers the magnon gap: if `H` is positive definite, `K - H` is positive
semidefinite and `η` is a bosonic metric, the gap of `H` is at most the gap of `K`. -/
theorem magnonGap_mono {η H K : Matrix n n ℂ} (hη : IsBoseMetric η) (hH : H.PosDef)
    (hHK : (K - H).PosSemidef) : magnonGap η H ≤ magnonGap η K := by
  have hK : K.PosDef := by simpa using hH.add_posSemidef hHK
  obtain ⟨hν, y, hy, h⟩ := (magnonGap_variational hη hK).1.1
  have he := mode_energy hη.sq h
  have hp : 0 < quadForm η y := pos_of_mul_pos_right (he ▸ quadForm_pos hK hy) hν.le
  -- insert the lowest mode of K into the variational bound for H
  have hd : 0 ≤ quadForm (K - H) y := (Complex.le_def.1 (hHK.dotProduct_mulVec_nonneg y)).1
  simp only [quadForm, Matrix.sub_mulVec, dotProduct_sub, Complex.sub_re] at hd
  have hb := (magnonGap_variational hη hH).2 y
  refine le_of_mul_le_mul_right ?_ hp
  rw [← he]
  exact hb.trans (sub_nonneg.1 hd)
```

## (f) Strict increase

**Task.** Let K − H be positive definite as well. Show that

gap(H) < gap(K).

**Solution.** The middle step in (e) becomes ⟨y, Hy⟩ < ⟨y, Ky⟩, by (a) applied to K − H. A semidefinite addition is not enough: raising only q in the opening example leaves the gap at p.

```lean
/-- If `H` and the added stiffness `K - H` are both positive definite and `η` is a bosonic metric,
the magnon gap strictly increases. -/
theorem magnonGap_strictMono {η H K : Matrix n n ℂ} (hη : IsBoseMetric η) (hH : H.PosDef)
    (hHK : (K - H).PosDef) : magnonGap η H < magnonGap η K := by
  have hK : K.PosDef := by simpa using hH.add_posSemidef hHK.posSemidef
  obtain ⟨hν, y, hy, h⟩ := (magnonGap_variational hη hK).1.1
  have he := mode_energy hη.sq h
  have hp : 0 < quadForm η y := pos_of_mul_pos_right (he ▸ quadForm_pos hK hy) hν.le
  have hd := quadForm_pos hHK hy
  simp only [quadForm, Matrix.sub_mulVec, dotProduct_sub, Complex.sub_re] at hd
  have hb := (magnonGap_variational hη hH).2 y
  refine lt_of_mul_lt_mul_right ?_ hp.le
  rw [← he]
  exact hb.trans_lt (sub_pos.1 hd)
```

## (g) A two-sublattice antiferromagnet

Work at one wave vector, in the basis (a_k, b†_−k) of boson operators. The letters a and b without an index are real numbers: the on-site term and the intersublattice coupling.

```lean
/-- The metric `diag(1, -1)` of a two-sublattice antiferromagnet. -/
def afmMetric : Matrix (Fin 2) (Fin 2) ℂ := !![1, 0; 0, -1]

/-- The stiffness matrix of a two-sublattice antiferromagnet at one wave vector, with on-site
term `a` and intersublattice coupling `b`. -/
def afmStiffness (a b : ℝ) : Matrix (Fin 2) (Fin 2) ℂ := !![(a : ℂ), (b : ℂ); (b : ℂ), (a : ℂ)]
```

**Task.** Write H(a, b) for this stiffness matrix. For |b| < a and added anisotropy d ≥ 0, verify the hypotheses of (e), using

⟨x, H(a, b)x⟩ = ½(a + b)|x₀ + x₁|² + ½(a − b)|x₀ − x₁|².

**Solution.** Expanding the squares confirms the identity. Both coefficients are positive, and both squares vanish only at x = 0, so H(a, b) is positive definite. The difference H(a + d, b) − H(a, b) is d times the identity matrix, hence positive semidefinite. The metric squares to one and fixes (1, 0). In the code, `hre` is the identity in real and imaginary parts, and `nlinarith` derives positivity from it.

```lean
/-- For `|b| < a` and added anisotropy `d ≥ 0`, the two-sublattice antiferromagnet meets the
hypotheses of the monotonicity theorem. -/
theorem afm_witness {a b d : ℝ} (hab : |b| < a) (hd : 0 ≤ d) :
    IsBoseMetric afmMetric ∧ (afmStiffness a b).PosDef ∧
      (afmStiffness (a + d) b - afmStiffness a b).PosSemidef := by
  refine ⟨⟨?_, ?_, ![1, 0], ?_, ?_⟩, ?_, ?_⟩
  · ext i j
    fin_cases i <;> fin_cases j <;> simp [afmMetric]
  · ext i j
    fin_cases i <;> fin_cases j <;> simp [afmMetric, Matrix.mul_apply, Fin.sum_univ_two]
  · intro h
    exact one_ne_zero (congrFun h 0)
  · ext i
    fin_cases i <;> simp [afmMetric, Matrix.mulVec, dotProduct, Fin.sum_univ_two]
  · have hherm : (afmStiffness a b).IsHermitian := by
      ext i j
      fin_cases i <;> fin_cases j <;> simp [afmStiffness]
    refine Matrix.posDef_iff_dotProduct_mulVec.2 ⟨hherm, ?_⟩
    intro x hx
    refine Complex.lt_def.2 ⟨?_, (form_im hherm x).symm⟩
    have hS : 0 < Complex.normSq (x 0) + Complex.normSq (x 1) := by
      by_cases h0 : x 0 = 0
      · have h1 : x 1 ≠ 0 := fun h1 => hx (by ext i; fin_cases i; exacts [h0, h1])
        exact add_pos_of_nonneg_of_pos (Complex.normSq_nonneg _) (Complex.normSq_pos.2 h1)
      · exact add_pos_of_pos_of_nonneg (Complex.normSq_pos.2 h0) (Complex.normSq_nonneg _)
    rw [Complex.normSq_apply, Complex.normSq_apply] at hS
    have hre : (star x ⬝ᵥ afmStiffness a b *ᵥ x).re =
        (a + b) / 2 * (((x 0).re + (x 1).re) ^ 2 + ((x 0).im + (x 1).im) ^ 2) +
        (a - b) / 2 * (((x 0).re - (x 1).re) ^ 2 + ((x 0).im - (x 1).im) ^ 2) := by
      simp [afmStiffness, Matrix.mulVec, dotProduct, Fin.sum_univ_two]
      ring
    rw [hre, Complex.zero_re]
    have h1 : 0 ≤ a + b - (a - |b|) := by linarith [neg_abs_le b]
    have h2 : 0 ≤ a - b - (a - |b|) := by linarith [le_abs_self b]
    nlinarith [mul_pos (sub_pos.2 hab) hS,
      mul_nonneg h1 (add_nonneg (sq_nonneg ((x 0).re + (x 1).re))
        (sq_nonneg ((x 0).im + (x 1).im))),
      mul_nonneg h2 (add_nonneg (sq_nonneg ((x 0).re - (x 1).re))
        (sq_nonneg ((x 0).im - (x 1).im)))]
  · have h : afmStiffness (a + d) b - afmStiffness a b =
        Matrix.diagonal (fun _ => (d : ℂ)) := by
      ext i j
      fin_cases i <;> fin_cases j <;> simp [afmStiffness]
    rw [h]
    exact Matrix.PosSemidef.diagonal (fun _ => Complex.zero_le_real.2 hd)
```

## (h) The antiferromagnetic gap

**Task.** For |b| < a, show that

gap(H(a, b)) = √(a² − b²).

**Solution.** The dynamical matrix ηH has rows (a, b) and (−b, −a), and its square is (a² − b²) times the identity. An eigenvalue ν > 0 therefore satisfies ν² = a² − b², which leaves only ω = √(a² − b²). It does occur, with eigenvector (a + ω, −b). Normalised to ⟨x, ηx⟩ = 1, this is

x = (a + ω, −b) / √(2ω(a + ω)).

Lean uses the unnormalised vector. It obtains the condition on ν² componentwise in `k0` and `k1`, then uses that one component of x is nonzero.

The result is the gap at the chosen wave vector; the gap of the whole spectrum is the smallest of these values over all wave vectors. The isotropic Heisenberg antiferromagnet at k = 0 has |b| = a, a Goldstone point, and is excluded by |b| < a.

```lean
/-- For `|b| < a` the gap of the two-sublattice antiferromagnet is `√(a² - b²)`. -/
theorem magnonGap_afm {a b : ℝ} (hab : |b| < a) :
    magnonGap afmMetric (afmStiffness a b) = √(a ^ 2 - b ^ 2) := by
  have ha : 0 < a := (abs_nonneg b).trans_lt hab
  have hpos : 0 < a ^ 2 - b ^ 2 := by
    nlinarith [sq_abs b, abs_nonneg b]
  obtain ⟨ω, hdef⟩ : ∃ ω, ω = √(a ^ 2 - b ^ 2) := ⟨_, rfl⟩
  have hω : 0 < ω := hdef ▸ Real.sqrt_pos.2 hpos
  have hs : ω ^ 2 = a ^ 2 - b ^ 2 := by rw [hdef, Real.sq_sqrt hpos.le]
  have hc : (ω : ℂ) ^ 2 = (a : ℂ) ^ 2 - (b : ℂ) ^ 2 := by exact_mod_cast hs
  have hmul : ∀ x : Fin 2 → ℂ, (afmMetric * afmStiffness a b) *ᵥ x =
      ![(a : ℂ) * x 0 + b * x 1, -(b : ℂ) * x 0 - a * x 1] := by
    intro x
    ext i
    fin_cases i <;> simp [afmMetric, afmStiffness, Matrix.mulVec, dotProduct,
      Fin.sum_univ_two]
    ring
  rw [← hdef]
  refine IsLeast.csInf_eq ⟨⟨hω, ![(a : ℂ) + ω, -(b : ℂ)], ?_, ?_⟩, ?_⟩
  · intro h
    have h0 : (a : ℂ) + ω = 0 := congrFun h 0
    have h1 : a + ω = 0 := by exact_mod_cast h0
    linarith
  · rw [hmul]
    ext i
    fin_cases i
    · show (a : ℂ) * (a + ω) + b * (-b) = ω * (a + ω)
      linear_combination -hc
    · show -(b : ℂ) * (a + ω) - a * (-b) = ω * (-b)
      ring
  · rintro ν ⟨hν, x, hx, h⟩
    rw [hmul] at h
    have h0 : (a : ℂ) * x 0 + b * x 1 = ν * x 0 := congrFun h 0
    have h1 : -(b : ℂ) * x 0 - a * x 1 = ν * x 1 := congrFun h 1
    -- both components give the secular equation ν² = a² - b²
    have k0 : ((ν : ℂ) ^ 2 - (a ^ 2 - b ^ 2)) * x 0 = 0 := by
      linear_combination (-(ν : ℂ) - a) * h0 - b * h1
    have k1 : ((ν : ℂ) ^ 2 - (a ^ 2 - b ^ 2)) * x 1 = 0 := by
      linear_combination (b : ℂ) * h0 + (a - ν) * h1
    have hsec : (ν : ℂ) ^ 2 - (a ^ 2 - b ^ 2) = 0 := by
      by_contra hne
      apply hx
      ext i
      fin_cases i
      · exact (mul_eq_zero.1 k0).resolve_left hne
      · exact (mul_eq_zero.1 k1).resolve_left hne
    have hr : ν ^ 2 - (a ^ 2 - b ^ 2) = 0 := by exact_mod_cast hsec
    nlinarith

end

end MagnonGapMonotonicity
```

```lean
#print axioms MagnonGapMonotonicity.magnonGap_mono
#print axioms MagnonGapMonotonicity.magnonGap_strictMono
#print axioms MagnonGapMonotonicity.magnonGap_afm
```

```
'MagnonGapMonotonicity.magnonGap_mono' depends on axioms: [propext, Classical.choice, Quot.sound]
'MagnonGapMonotonicity.magnonGap_strictMono' depends on axioms: [propext, Classical.choice, Quot.sound]
'MagnonGapMonotonicity.magnonGap_afm' depends on axioms: [propext, Classical.choice, Quot.sound]
```
